# The Clausius–Mossotti relation for polarizable species in the Lorentz local field

Take a single species with number density \(\rho\) and polarizability \(\alpha\), chosen so that \(4\pi\rho\alpha/3 = 1/2\), in a macroscopic field \(E \neq 0\). Gaussian units are used throughout. If each dipole felt only \(E\), the polarization would be \(P = \rho\alpha E\) and the permittivity \(1 + 4\pi P/E = 5/2\).

In the Lorentz picture each dipole sits at the centre of a spherical cavity, and the polarized medium around it adds a field \(F = 4\pi P/3\). The polarization is then \(P = \rho\alpha(E + F)\). Multiplying by \(4\pi/3\) gives
\[
F = \tfrac12\,(E + F), \qquad\text{so}\qquad F = E .
\]
The feedback has doubled the field at the dipole. Now \(4\pi P = 3F = 3E\), the permittivity is \(\varepsilon = 4\), and
\[
\frac{\varepsilon - 1}{\varepsilon + 2} = \frac{3}{6} = \frac12 = \frac{4\pi}{3}\rho\alpha .
\]
With \(4\pi\rho\alpha/3 = 1\) the same equation would read \(F = E + F\), which no finite \(F\) satisfies.

The general case has any finite number of species. Polarizable force fields and many-body dispersion methods treat such mutual polarization atom by atom; here it appears in a uniform, linear model with one common local field.

## Cavity, species and local field

The species are labelled by the elements of a finite type `ι`. All physical quantities are real numbers, and fields and polarization are components along one common axis.

```lean
import Mathlib

open Real

namespace ClausiusMossotti

noncomputable section

variable {ι : Type*} [Fintype ι]
```

Let the medium have uniform polarization \(P\) along the axis, and let \(\theta\) be the polar angle on the cavity wall, seen from the centre. The normal pointing out of the medium points into the cavity, so it is \(-\hat{\mathbf r}\). The bound surface charge density is therefore
\[
\sigma(\theta) = \mathbf P\cdot(-\hat{\mathbf r}) = -P\cos\theta .
\]

```lean
/-- Bound surface charge density at polar angle `θ` on the wall of a spherical cavity
in a medium with uniform polarization `P` along the axis (Gaussian units). -/
def wallCharge (P θ : ℝ) : ℝ := -(P * Real.cos θ)
```

For a cavity of radius \(R\), a charge element \(\sigma\,dA\) at \(R\hat{\mathbf r}\) produces the Coulomb field \(-\sigma\,dA\,\hat{\mathbf r}/R^2\) at the centre. Its axial component is \(-\sigma\cos\theta\,dA/R^2\). The ring between \(\theta\) and \(\theta + d\theta\) has area \(2\pi R^2\sin\theta\,d\theta\), so the total axial field is
\[
F(R,P) = \int_0^\pi \frac{-\sigma(\theta)\cos\theta}{R^2}\;2\pi R^2\sin\theta\,d\theta .
\]
The definition keeps both factors of \(R^2\), so the independence of the cavity size remains to be proved. The components perpendicular to the axis cancel around each ring by symmetry and are not represented.

```lean
/-- Axial Coulomb field at the centre of a cavity of radius `R ≠ 0`, summed over the
rings of area `2 π R² sin θ dθ` that make up its charged wall. -/
def cavityField (R P : ℝ) : ℝ :=
  ∫ θ in (0 : ℝ)..π,
    -(wallCharge P θ) * Real.cos θ / R ^ 2 * (2 * π * R ^ 2 * Real.sin θ)
```

Species \(i\) has number density \(\rho_i\) and polarizability \(\alpha_i\), and every species responds linearly to the same local field \(E + F(R,P)\):
\[
P = \sum_i \rho_i\alpha_i\,\bigl(E + F(R,P)\bigr).
\]
The proposition `IsInduced ρ α R E P` says that \(P\) satisfies this equation. It is the central physical assumption. It leaves out the field of the dipoles inside the cavity, which amounts to taking that field to be zero at the centre. For equal parallel dipoles arranged with cubic symmetry about the centre, their contributions do cancel; in a less symmetric environment they need not. The cancellation is built into the definition and is not derived here. No sign is imposed on \(\rho_i\) or \(\alpha_i\), although a physical density is nonnegative.

```lean
/-- Self-consistent polarization: species `i`, with number density `ρ i` and polarizability `α i`,
responds to the macroscopic field `E` plus the cavity field, for a cavity of radius `R ≠ 0`. -/
def IsInduced (ρ α : ι → ℝ) (R E P : ℝ) : Prop :=
  P = ∑ i, ρ i * α i * (E + cavityField R P)
```

Two abbreviations shorten the algebra:
\[
a = \sum_i \rho_i\alpha_i, \qquad x = \frac{4\pi}{3}\,a .
\]
The dimensionless number \(x\) is `coupling ρ α`. It measures how strongly the polarization feeds back on itself, and it was \(1/2\) in the opening example. With no species at all, \(a\) and \(x\) are zero.

```lean
/-- The dimensionless coupling `(4 π / 3) ∑ ρ α` of the mixture. -/
def coupling (ρ α : ι → ℝ) : ℝ := 4 * π / 3 * ∑ i, ρ i * α i
```

The electric displacement is \(D = E + 4\pi P\), and the permittivity is the ratio \(D/E\):
\[
\varepsilon = 1 + \frac{4\pi P}{E} .
\]
This is a definition for any pair \(E, P\). It describes the response of the medium once \(P\) is known to be self-consistent.

```lean
/-- The permittivity `1 + 4 π P / E`, for a nonzero macroscopic field `E`. -/
def permittivity (E P : ℝ) : ℝ := 1 + 4 * π * P / E
```

## The wall charge produces \(4\pi P/3\)

Insert \(\sigma = -P\cos\theta\) and cancel \(R^2\), which is allowed for \(R \neq 0\):
\[
F(R,P) = 2\pi P\int_0^\pi \cos^2\theta\,\sin\theta\,d\theta
= \Bigl[-\frac{2\pi P}{3}\cos^3\theta\Bigr]_0^\pi
= \frac{2\pi P}{3} + \frac{2\pi P}{3} = \frac{4\pi P}{3} .
\]
The proof of `cavityField_eq` takes the same route. The statement `h` says that \(-(2\pi P/3)\cos^3\theta\) has the integrand as its derivative, and `hRR` supplies the cancellation of \(R^2\). The integrand is continuous, hence integrable, so the fundamental theorem of calculus turns the integral into a difference of endpoint values, with \(\cos\pi = -1\) and \(\cos 0 = 1\).

```lean
/-- The Lorentz cavity field is `4 π P / 3`, whatever the nonzero radius of the cavity. -/
theorem cavityField_eq {R : ℝ} (hR : R ≠ 0) (P : ℝ) :
    cavityField R P = 4 * π * P / 3 := by
  have hRR : R ^ 2 * (R ^ 2)⁻¹ = 1 := mul_inv_cancel₀ (pow_ne_zero 2 hR)
  -- the integrand has the antiderivative -(2 π P / 3) cos³ θ
  have h : ∀ θ ∈ Set.uIcc (0 : ℝ) π,
      HasDerivAt (fun t : ℝ => -(2 * π * P / 3) * Real.cos t ^ 3)
        (-(wallCharge P θ) * Real.cos θ / R ^ 2 * (2 * π * R ^ 2 * Real.sin θ)) θ := by
    intro θ _
    refine (((Real.hasDerivAt_cos θ).fun_pow 3).const_mul (-(2 * π * P / 3))).congr_deriv ?_
    show -(2 * π * P / 3) * (((3 : ℕ) : ℝ) * Real.cos θ ^ 2 * -Real.sin θ) = _
    unfold wallCharge
    push_cast
    linear_combination (-(2 * π * P * Real.cos θ ^ 2 * Real.sin θ)) * hRR
  have hc : Continuous (fun θ : ℝ =>
      -(wallCharge P θ) * Real.cos θ / R ^ 2 * (2 * π * R ^ 2 * Real.sin θ)) := by
    unfold wallCharge
    fun_prop
  unfold cavityField
  rw [intervalIntegral.integral_eq_sub_of_hasDerivAt h (hc.intervalIntegrable 0 π)]
  simp only [Real.cos_pi, Real.cos_zero]
  ring
```

## Self-consistency is one linear equation

With the cavity field known, the common local field comes out of the sum:
\[
P = a\Bigl(E + \frac{4\pi}{3}P\Bigr) = aE + xP
\quad\Longleftrightarrow\quad
(1 - x)\,P = aE .
\]
The theorem `isInduced_iff` states this equivalence for every \(E\), including zero. In its proof `Finset.sum_mul` takes the local field out of the sum, and each direction is then a rearrangement in which `hc` supplies the definition of \(x\).

```lean
/-- For a cavity of nonzero radius, self-consistency of the polarization is the linear
equation `(1 - x) P = (∑ ρ α) E`, where `x` is the coupling. -/
theorem isInduced_iff (ρ α : ι → ℝ) {R : ℝ} (hR : R ≠ 0) (E P : ℝ) :
    IsInduced ρ α R E P ↔ (1 - coupling ρ α) * P = (∑ i, ρ i * α i) * E := by
  have hc : coupling ρ α = 4 * π / 3 * ∑ i, ρ i * α i := rfl
  unfold IsInduced
  rw [cavityField_eq hR, ← Finset.sum_mul]
  constructor
  · intro h
    linear_combination h - P * hc
  · intro h
    linear_combination h + P * hc
```

For \(E \neq 0\), division by \(E\) gives an equation for the susceptibility \(\chi = P/E\):
\[
(1 - x)\,\chi = a .
\]
The factor \(1 - x\) stays on the left, so nothing has yet been assumed about whether it vanishes.

```lean
/-- In a nonzero field and with a cavity of nonzero radius, the susceptibility `P / E` of a
self-consistent polarization satisfies `(1 - x) (P / E) = ∑ ρ α`, where `x` is the coupling. -/
theorem susceptibility_eq {ρ α : ι → ℝ} {R E P : ℝ} (hR : R ≠ 0) (hE : E ≠ 0)
    (h : IsInduced ρ α R E P) :
    (1 - coupling ρ α) * (P / E) = ∑ i, ρ i * α i := by
  rw [← mul_div_assoc, (isInduced_iff ρ α hR E P).mp h, mul_div_assoc, div_self hE, mul_one]
```

## From the susceptibility to Clausius–Mossotti

In terms of \(\chi\), \(\varepsilon - 1 = 4\pi\chi\) and \(\varepsilon + 2 = 3 + 4\pi\chi\). The denominator comes first. Since \(4\pi a = 3x\),
\[
(1 - x)(\varepsilon + 2) = 3(1 - x) + 4\pi(1 - x)\chi = 3 - 3x + 4\pi a = 3 ,
\]
so \(\varepsilon + 2\) cannot be zero. For the ratio itself,
\[
(\varepsilon - 1) - x(\varepsilon + 2) = 4\pi(1 - x)\chi - 3x = 4\pi a - 3x = 0 ,
\]
and division by \(\varepsilon + 2\) yields
\[
\frac{\varepsilon - 1}{\varepsilon + 2} = x = \frac{4\pi}{3}\sum_i\rho_i\alpha_i .
\]
The theorem `clausius_mossotti` delivers both conclusions, the nonvanishing denominator and the relation, for a cavity of nonzero radius, a nonzero field and a self-consistent \(P\). In the proof, assuming \(\varepsilon + 2 = 0\) leads to \(3 = 0\), which is the first display read as a contradiction. Then `div_eq_iff` clears the denominator, and the last `linear_combination` carries out the second display.

```lean
/-- **Clausius–Mossotti relation** for a mixture: in a nonzero field, with a cavity of nonzero
radius, a self-consistent polarization gives `ε + 2 ≠ 0` and
`(ε - 1) / (ε + 2) = (4 π / 3) ∑ ρ α`. -/
theorem clausius_mossotti {ρ α : ι → ℝ} {R E P : ℝ} (hR : R ≠ 0) (hE : E ≠ 0)
    (h : IsInduced ρ α R E P) :
    permittivity E P + 2 ≠ 0 ∧
      (permittivity E P - 1) / (permittivity E P + 2) = 4 * π / 3 * ∑ i, ρ i * α i := by
  have hc : coupling ρ α = 4 * π / 3 * ∑ i, ρ i * α i := rfl
  have hq := susceptibility_eq hR hE h
  -- (1 - x)(ε + 2) = 3, so the denominator cannot vanish
  have hne : permittivity E P + 2 ≠ 0 := by
    intro h0
    unfold permittivity at h0
    have h3 : (3 : ℝ) = 0 := by
      linear_combination (1 - coupling ρ α) * h0 - 4 * π * hq + 3 * hc
    norm_num at h3
  refine ⟨hne, ?_⟩
  rw [← hc, div_eq_iff hne]
  unfold permittivity
  linear_combination 4 * π * hq - 3 * hc
```

The argument also runs backwards. Suppose \(\varepsilon + 2 \neq 0\) and the relation holds. Multiplying out,
\[
4\pi\chi = x(3 + 4\pi\chi)
\quad\Longrightarrow\quad
4\pi(1 - x)\chi = 3x = 4\pi a .
\]
Multiplying by \(E\) and cancelling \(4\pi\) gives \((1 - x)P = aE\), which is self-consistency. For a nonzero field and \(\varepsilon \neq -2\), the Clausius–Mossotti relation therefore carries the same information as the local-field equation.

The condition on the denominator matters to the formal statement because Lean sets division by zero equal to zero: with \(a = 0\), the value \(\varepsilon = -2\) would otherwise satisfy the relation although the only self-consistent polarization is \(P = 0\).

```lean
/-- Converse: in a nonzero field, with a cavity of nonzero radius, a polarization whose
permittivity has `ε + 2 ≠ 0` and obeys the Clausius–Mossotti relation is self-consistent. -/
theorem isInduced_of_clausius_mossotti {ρ α : ι → ℝ} {R E P : ℝ} (hR : R ≠ 0) (hE : E ≠ 0)
    (hne : permittivity E P + 2 ≠ 0)
    (h : (permittivity E P - 1) / (permittivity E P + 2) = 4 * π / 3 * ∑ i, ρ i * α i) :
    IsInduced ρ α R E P := by
  have hc : coupling ρ α = 4 * π / 3 * ∑ i, ρ i * α i := rfl
  have hPE : P / E * E = P := by field_simp
  have hpi : 4 * π ≠ 0 := mul_ne_zero (by norm_num) Real.pi_ne_zero
  rw [← hc, div_eq_iff hne] at h
  unfold permittivity at h
  rw [isInduced_iff ρ α hR]
  -- multiply the relation by E and cancel 4 π
  apply mul_left_cancel₀ hpi
  linear_combination E * h - 4 * π * (1 - coupling ρ α) * hPE + 3 * E * hc
```

## No finite polarization at coupling one

When \(x \neq 1\), the linear equation has the solution
\[
P = \frac{aE}{1 - x} .
\]
When \(x = 1\), its left side is zero, so \(aE = 0\). Because \(E \neq 0\), this forces \(a = 0\), and then \(x = 4\pi a/3 = 0\), contradicting \(x = 1\). A self-consistent polarization in a nonzero field thus exists exactly when \(x \neq 1\).

For fixed \(E \neq 0\), the magnitude of this \(P\) grows without bound as the coupling approaches one, a divergence known as the polarization catastrophe. The theorem `exists_isInduced_iff` does not state that limit; it says that a solution exists at every coupling except one. It also counts the solutions at \(x > 1\), where \(P\) is opposite to \(E\). Their existence as solutions of a linear equation says nothing about whether such a medium would be stable.

The first half of the proof is the contradiction just given, and the second half supplies the explicit \(P\) and checks it through `isInduced_iff`.

```lean
/-- In a nonzero field, with a cavity of nonzero radius, a self-consistent polarization exists
exactly when the coupling differs from one. -/
theorem exists_isInduced_iff (ρ α : ι → ℝ) {R E : ℝ} (hR : R ≠ 0) (hE : E ≠ 0) :
    (∃ P, IsInduced ρ α R E P) ↔ coupling ρ α ≠ 1 := by
  constructor
  · rintro ⟨P, hP⟩ hx
    rw [isInduced_iff ρ α hR] at hP
    -- at coupling one the linear equation would force ∑ ρ α = 0
    have hnE : (∑ i, ρ i * α i) * E = 0 := by
      linear_combination -hP - P * hx
    have hn : ∑ i, ρ i * α i = 0 := (mul_eq_zero.mp hnE).resolve_right hE
    rw [coupling, hn, mul_zero] at hx
    exact zero_ne_one hx
  · intro hx
    have hx' : 1 - coupling ρ α ≠ 0 := sub_ne_zero.mpr (Ne.symm hx)
    refine ⟨(1 - coupling ρ α)⁻¹ * ((∑ i, ρ i * α i) * E), ?_⟩
    rw [isInduced_iff ρ α hR]
    exact mul_inv_cancel_left₀ hx' _
```

## What the local field adds to independent dipoles

If each dipole responded to \(E\) alone, the permittivity would be \(1 + 4\pi a = 1 + 3x\). The self-consistent value follows from the susceptibility equation:
\[
(1 - x)\,\varepsilon = (1 - x) + 4\pi a = 1 + 2x .
\]
On the other side,
\[
(1 - x)\Bigl(1 + 3x + \frac{3x^2}{1 - x}\Bigr) = 1 + 2x - 3x^2 + 3x^2 = 1 + 2x .
\]
Since \(1 - x \neq 0\), the two expressions agree:
\[
\varepsilon = 1 + 4\pi\sum_i\rho_i\alpha_i + \frac{3x^2}{1 - x} .
\]
The correction is quadratic in the coupling at leading order, so it is small for a dilute medium. It is positive for nonzero \(x < 1\) and negative for \(x > 1\). At \(x = 1/2\) it equals \(3/2\), which raises the independent-dipole value \(5/2\) to the \(\varepsilon = 4\) found at the start.

The hypothesis \(x \neq 1\) does not appear in `permittivity_eq_independent_add`, because the existence of a self-consistent \(P\) already implies it through the preceding theorem. The proof obtains \(1 - x \neq 0\) in this way, multiplies both sides by that factor, and compares the results as in the two displays above.

```lean
/-- In a nonzero field, with a cavity of nonzero radius, the permittivity of a self-consistent
polarization is the independent-dipole expression `1 + 4 π ∑ ρ α` plus the local-field
correction `3 x² / (1 - x)`, where `x` is the coupling. -/
theorem permittivity_eq_independent_add {ρ α : ι → ℝ} {R E P : ℝ} (hR : R ≠ 0) (hE : E ≠ 0)
    (h : IsInduced ρ α R E P) :
    permittivity E P = 1 + 4 * π * ∑ i, ρ i * α i
      + 3 * coupling ρ α ^ 2 / (1 - coupling ρ α) := by
  have hc : coupling ρ α = 4 * π / 3 * ∑ i, ρ i * α i := rfl
  have hq := susceptibility_eq hR hE h
  have hx : 1 - coupling ρ α ≠ 0 :=
    sub_ne_zero.mpr (Ne.symm ((exists_isInduced_iff ρ α hR hE).mp ⟨P, h⟩))
  have hd : (1 - coupling ρ α) * (3 * coupling ρ α ^ 2 / (1 - coupling ρ α))
      = 3 * coupling ρ α ^ 2 := by
    field_simp
  apply mul_left_cancel₀ hx
  unfold permittivity
  linear_combination 4 * π * hq - hd - 3 * coupling ρ α * hc

end

end ClausiusMossotti
```

```lean
#print axioms ClausiusMossotti.clausius_mossotti
#print axioms ClausiusMossotti.isInduced_of_clausius_mossotti
#print axioms ClausiusMossotti.permittivity_eq_independent_add
```

```
'ClausiusMossotti.clausius_mossotti' depends on axioms: [propext, Classical.choice, Quot.sound]
'ClausiusMossotti.isInduced_of_clausius_mossotti' depends on axioms: [propext, Classical.choice, Quot.sound]
'ClausiusMossotti.permittivity_eq_independent_add' depends on axioms: [propext, Classical.choice, Quot.sound]
```
